# For a threshold-regular phase shift, the two Beth–Uhlenbeck forms agree exactly when \(d(0)=N\pi\)

Let \(b>0\) be the inverse temperature, \(E_0,\dots,E_{N-1}\) the bound-state energies and \(d(E)\) the scattering phase shift at continuum energy \(E\). Suppose that \(d\) is continuous on \([0,\infty)\) and differentiable for \(E>0\), with \(|d'(E)|\le C(1+1/\sqrt E)\) for some constant \(C\). Then

\[
\sum_{i=0}^{N-1} e^{-bE_i}+\frac1\pi\int_0^\infty d'(x)\,e^{-bx}\,dx
=\sum_{i=0}^{N-1}\left(e^{-bE_i}-1\right)+\frac b\pi\int_0^\infty d(x)\,e^{-bx}\,dx
\]

holds if and only if \(d(0)=N\pi\). A bounded derivative is a special case of the assumption on \(d'\).

In the Beth–Uhlenbeck treatment of a gas of spinless particles with a central pair potential, take the bound energies and phase shift of one partial wave \(l\) that the particle statistics allow, and suppose that \(d(0)=N\pi\) holds for them. The common value of the two sides, multiplied by \(2l+1\) and by a centre-of-mass factor, is then the contribution of that partial wave to the interaction part of the two-body partition function, and so enters the second virial coefficient. That link to the two-body Hamiltonian is taken from physics; what is proved is the relation between the two expressions.

## Phase shifts with a steep threshold

```lean
import Mathlib

open Set MeasureTheory Filter Topology
open scoped Real

namespace BethUhlenbeck

noncomputable section
```

These lines load the Mathlib library and make its notation available, including `π` and `√`.

```lean
/-- A phase shift continuous down to threshold and differentiable above it, whose slope is in
absolute value at most `C (1 + 1/√E)`. -/
structure ThresholdRegular (d : ℝ → ℝ) (C : ℝ) : Prop where
  cont : ContinuousOn d (Ici 0)
  diff : ∀ E, 0 < E → DifferentiableAt ℝ d E
  bound : ∀ E, 0 < E → |deriv d E| ≤ C * (1 + 1 / √E)
```

`ThresholdRegular d C` is a statement about a function `d` and a number `C`. Its three clauses are the assumptions above: continuity on `Ici 0`, which is \([0,\infty)\), differentiability at each \(E>0\), and the bound on the slope. `deriv d E` is \(d'(E)\).

The term \(1/\sqrt E\) is there for s-waves. Their phase generally varies as the wave number near threshold, that is as \(\sqrt E\), so its energy derivative diverges as \(1/\sqrt E\). Energies are pure numbers in a fixed unit, which is why \(1\) and \(1/\sqrt E\) can be added.

## The two expressions

```lean
/-- Bound-state Boltzmann sum plus the Boltzmann-weighted integral of `d'/π` over the continuum. -/
def densityForm {N : ℕ} (b : ℝ) (E : Fin N → ℝ) (d : ℝ → ℝ) : ℝ :=
  ∑ i, Real.exp (-b * E i) + 1 / π * ∫ x in Ioi (0 : ℝ), deriv d x * Real.exp (-b * x)
```

This is the left-hand side of the identity. `Fin N` is the set of labels \(0,\dots,N-1\), so `E : Fin N → ℝ` is a list of \(N\) real energies. `Ioi 0` is the open interval \((0,\infty)\), so no derivative at threshold is needed. The factor \(d'/\pi\) is the change in the density of continuum states caused by the interaction.

```lean
/-- Bound-state sum with one subtracted from each Boltzmann factor, plus `b/π` times the
Boltzmann-weighted integral of the phase shift itself. -/
def phaseForm {N : ℕ} (b : ℝ) (E : Fin N → ℝ) (d : ℝ → ℝ) : ℝ :=
  ∑ i, (Real.exp (-b * E i) - 1) + b / π * ∫ x in Ioi (0 : ℝ), d x * Real.exp (-b * x)
```

This is the right-hand side. Adding a constant to \(d\) leaves the density form unchanged but shifts the phase form, so the choice of branch for the phase matters here.

Neither definition ties the energies to the phase shift, or requires the energies to be negative. Any physical connection between them has to enter as a hypothesis.

## From the slope to the size of the phase

```lean
/-- A phase shift with bounded energy derivative is threshold regular. -/
theorem ThresholdRegular.of_bounded_deriv {d : ℝ → ℝ} {C : ℝ} (hc : ContinuousOn d (Ici 0))
    (hd : ∀ E, 0 < E → DifferentiableAt ℝ d E) (hC : ∀ E, 0 < E → |deriv d E| ≤ C) :
    ThresholdRegular d C := by
  refine ⟨hc, hd, fun E hE => (hC E hE).trans ?_⟩
  have h0 : 0 ≤ C := (abs_nonneg _).trans (hC E hE)
  have h1 : 0 ≤ C * (1 / √E) := by positivity
  linarith
```

If \(|d'(E)|\le C\) for all \(E>0\), then \(C\ge0\), and therefore \(|d'(E)|\le C\le C(1+1/\sqrt E)\). Everything below thus applies to a continuously differentiable phase with bounded derivative.

```lean
/-- The phase shift departs from its threshold value by at most `C (E + 2√E)`. -/
theorem phase_growth {d : ℝ → ℝ} {C : ℝ} (h : ThresholdRegular d C) {E : ℝ} (hE : 0 ≤ E) :
    |d E - d 0| ≤ C * (E + 2 * √E) := by
  -- the bounding function plus or minus the phase is monotone
  have key : ∀ s : ℝ, |s| = 1 → MonotoneOn (fun x => C * (x + 2 * √x) + s * d x) (Ici 0) := by
    intro s hs
    have hder : ∀ x, 0 < x → HasDerivAt (fun x => C * (x + 2 * √x) + s * d x)
        (C * (1 + 2 * (1 / (2 * √x))) + s * deriv d x) x := fun x hx =>
      (((hasDerivAt_id' x).fun_add ((Real.hasDerivAt_sqrt hx.ne').const_mul 2)).const_mul
        C).fun_add ((h.diff x hx).hasDerivAt.const_mul s)
    apply monotoneOn_of_deriv_nonneg (convex_Ici 0)
    · have h1 : Continuous (fun x : ℝ => C * (x + 2 * √x)) := by fun_prop
      exact h1.continuousOn.add (continuousOn_const.mul h.cont)
    · intro x hx
      rw [interior_Ici] at hx
      exact (hder x hx).differentiableAt.differentiableWithinAt
    · intro x hx
      rw [interior_Ici] at hx
      have hx' : 0 < x := hx
      rw [(hder x hx').deriv]
      have h2 : 2 * (1 / (2 * √x)) = 1 / √x := by
        have : √x ≠ 0 := (Real.sqrt_pos.mpr hx').ne'
        field_simp
      have h3 : |s * deriv d x| ≤ C * (1 + 1 / √x) := by
        rw [abs_mul, hs, one_mul]
        exact h.bound x hx'
      rw [h2]
      linarith [(abs_le.mp h3).1]
  have hp := key 1 (by norm_num) (mem_Ici.mpr le_rfl) (mem_Ici.mpr hE) hE
  have hm := key (-1) (by norm_num) (mem_Ici.mpr le_rfl) (mem_Ici.mpr hE) hE
  simp only [Real.sqrt_zero] at hp hm
  rw [abs_le]
  constructor <;> linarith
```

By hand, one integrates the slope bound from threshold:

\[
|d(E)-d(0)|\le\int_0^E C\left(1+\frac1{\sqrt x}\right)dx=C\left(E+2\sqrt E\right).
\]

Lean reaches the same bound through monotonicity. For \(s=\pm1\), set \(g_s(x)=C(x+2\sqrt x)+s\,d(x)\). Its derivative for \(x>0\) is

\[
g_s'(x)=C\left(1+\frac1{\sqrt x}\right)+s\,d'(x)\ge0 ,
\]

so \(g_s(E)\ge g_s(0)=s\,d(0)\). The two signs give the upper and lower bounds on \(d(E)-d(0)\). In the code, `key` is the monotonicity of \(g_s\), and `hp` and `hm` are its two uses.

## Convergence of the thermal integrals

```lean
/-- Powers of the energy above `-1` have a finite Boltzmann-weighted integral. -/
theorem integrable_moment {b s : ℝ} (hb : 0 < b) (hs : -1 < s) :
    IntegrableOn (fun x : ℝ => x ^ s * Real.exp (-b * x)) (Ioi 0) := by
  have h := integrableOn_rpow_mul_exp_neg_mul_rpow (p := 1) hs (by norm_num) hb
  simpa only [Real.rpow_one] using h
```

This says that \(\int_0^\infty x^s e^{-bx}\,dx\) converges for \(s>-1\) and \(b>0\). Mathlib has a more general result with \(e^{-bx^p}\), used here at \(p=1\).

```lean
/-- The Boltzmann-weighted phase shift and its Boltzmann-weighted derivative are both
integrable over the continuum. -/
theorem integrable_phase {d : ℝ → ℝ} {b C : ℝ} (hb : 0 < b) (h : ThresholdRegular d C) :
    IntegrableOn (fun x => d x * Real.exp (-b * x)) (Ioi 0) ∧
    IntegrableOn (fun x => deriv d x * Real.exp (-b * x)) (Ioi 0) := by
  have hexp : Continuous (fun x : ℝ => Real.exp (-b * x)) := by fun_prop
  have m0 := integrable_moment (s := 0) hb (by norm_num)
  have m1 := integrable_moment (s := 1) hb (by norm_num)
  have mh := integrable_moment (s := -(1 / 2)) hb (by norm_num)
  have hC : 0 ≤ C := by
    have h1 := (abs_nonneg _).trans (h.bound 1 one_pos)
    norm_num at h1
    linarith
  constructor
  · -- linear growth of the phase against exponential decay
    refine Integrable.mono' ((Integrable.const_mul m0 (|d 0| + C)).add
      (Integrable.const_mul m1 (2 * C))) ?_ ?_
    · exact ((h.cont.mono Ioi_subset_Ici_self).mul hexp.continuousOn).aestronglyMeasurable
        measurableSet_Ioi
    · refine (ae_restrict_iff' measurableSet_Ioi).mpr (Eventually.of_forall fun x hx => ?_)
      have hx' : 0 < x := hx
      have hg := phase_growth h hx'.le
      have hs : 2 * √x ≤ 1 + x := by nlinarith [Real.sq_sqrt hx'.le, sq_nonneg (√x - 1)]
      have h2 : C * (x + 2 * √x) ≤ C * (x + (1 + x)) := by gcongr
      have h3 : |d x| ≤ |d 0| + C + 2 * C * x := by
        have h4 := abs_add_le (d x - d 0) (d 0)
        rw [sub_add_cancel] at h4
        linarith
      simp only [Pi.add_apply, Real.rpow_zero, Real.rpow_one, Real.norm_eq_abs, abs_mul,
        Real.abs_exp]
      have h5 := mul_le_mul_of_nonneg_right h3 (Real.exp_pos (-b * x)).le
      linarith
  · -- the threshold singularity of the slope is integrable
    refine Integrable.mono' (Integrable.const_mul (Integrable.add m0 mh) C) ?_ ?_
    · exact ((measurable_deriv d).mul hexp.measurable).aestronglyMeasurable
    · refine (ae_restrict_iff' measurableSet_Ioi).mpr (Eventually.of_forall fun x hx => ?_)
      have hx' : 0 < x := hx
      have hr : x ^ (-(1 / 2) : ℝ) = 1 / √x := by
        rw [Real.rpow_neg hx'.le, ← Real.sqrt_eq_rpow, one_div]
      simp only [Pi.add_apply, Real.rpow_zero, hr, Real.norm_eq_abs, abs_mul, Real.abs_exp]
      have h5 := mul_le_mul_of_nonneg_right (h.bound x hx') (Real.exp_pos (-b * x)).le
      linarith
```

The conclusion has two parts, joined by `∧` ("and"): both \(d(x)e^{-bx}\) and \(d'(x)e^{-bx}\) are integrable on \((0,\infty)\).

For the first, \((\sqrt x-1)^2\ge0\) gives \(2\sqrt x\le1+x\). Together with the growth bound this yields

\[
|d(x)|\le|d(0)|+C(x+2\sqrt x)\le|d(0)|+C+2Cx ,
\]

and a linear function times \(e^{-bx}\) is integrable. For the second,

\[
|d'(x)|\,e^{-bx}\le C\left(1+x^{-1/2}\right)e^{-bx},
\]

and the singularity \(x^{-1/2}\) is integrable at the origin. The powers needed are \(0\), \(1\) and \(-\tfrac12\), which appear as `m0`, `m1` and `mh`. The comparison itself is `Integrable.mono'`: a measurable function whose absolute value lies below an integrable one is integrable.

## Integration by parts

```lean
/-- Integration by parts turns the thermal integral of `d'` into `b` times that of `d`, less the
threshold phase. -/
theorem thermal_by_parts {d : ℝ → ℝ} {b C : ℝ} (hb : 0 < b) (h : ThresholdRegular d C) :
    ∫ x in Ioi (0 : ℝ), deriv d x * Real.exp (-b * x) =
      b * (∫ x in Ioi (0 : ℝ), d x * Real.exp (-b * x)) - d 0 := by
  obtain ⟨h1, h2⟩ := integrable_phase hb h
  have hder : ∀ x ∈ Ioi (0 : ℝ), HasDerivAt (fun x => d x * Real.exp (-b * x))
      (deriv d x * Real.exp (-b * x) - b * (d x * Real.exp (-b * x))) x := by
    intro x hx
    have he := ((hasDerivAt_id' x).const_mul (-b)).exp
    exact ((h.diff x hx).hasDerivAt.fun_mul he).congr_deriv (by ring)
  have hint : IntegrableOn (fun x => deriv d x * Real.exp (-b * x)
      - b * (d x * Real.exp (-b * x))) (Ioi 0) := Integrable.sub h2 (Integrable.const_mul h1 b)
  -- the boundary term at infinite energy vanishes
  have hlim := tendsto_zero_of_hasDerivAt_of_integrableOn_Ioi hder hint h1
  have hexp : Continuous (fun x : ℝ => Real.exp (-b * x)) := by fun_prop
  have hc : ContinuousWithinAt (fun x => d x * Real.exp (-b * x)) (Ici 0) 0 :=
    (h.cont 0 (mem_Ici.mpr le_rfl)).mul hexp.continuousWithinAt
  have hF : ∫ x in Ioi (0 : ℝ), (deriv d x * Real.exp (-b * x)
      - b * (d x * Real.exp (-b * x))) = 0 - d 0 * Real.exp (-b * 0) :=
    integral_Ioi_of_hasDerivAt_of_tendsto hc hder hint hlim
  rw [integral_sub h2 (Integrable.const_mul h1 b), integral_const_mul, mul_zero,
    Real.exp_zero] at hF
  linarith
```

Let \(F(x)=d(x)e^{-bx}\). For \(x>0\),

\[
F'(x)=d'(x)e^{-bx}-b\,d(x)e^{-bx}.
\]

Since \(d\) grows at most linearly, \(F(x)\to0\) as \(x\to\infty\). Since \(d\) is continuous at threshold, \(F(x)\to d(0)\) as \(x\to0^+\). Integrating \(F'\) over \((0,\infty)\) gives \(0-d(0)\), so

\[
\int_0^\infty d'(x)e^{-bx}\,dx=b\int_0^\infty d(x)e^{-bx}\,dx-d(0).
\]

In the code, `hder` is the formula for \(F'\) and `hF` is the fundamental theorem of calculus on the half-line. The limit at infinity, `hlim`, comes from a general lemma: if \(F\) and \(F'\) are both integrable on \((0,\infty)\), then \(F\) tends to zero.

## The difference and the condition for agreement

```lean
/-- The density form exceeds the phase form by `N - d(0)/π`. -/
theorem form_difference {N : ℕ} {d : ℝ → ℝ} {b C : ℝ} (hb : 0 < b)
    (h : ThresholdRegular d C) (E : Fin N → ℝ) :
    densityForm b E d - phaseForm b E d = N - d 0 / π := by
  unfold densityForm phaseForm
  rw [thermal_by_parts hb h, Finset.sum_sub_distrib]
  simp only [Finset.sum_const, Finset.card_univ, Fintype.card_fin, nsmul_eq_mul, mul_one]
  ring
```

Write \(I=\int_0^\infty d(x)e^{-bx}\,dx\). The Boltzmann factors cancel in the difference, and the \(N\) subtracted ones add up to \(N\):

\[
\begin{aligned}
\text{density form}-\text{phase form}
&=N+\frac1\pi\bigl(bI-d(0)\bigr)-\frac b\pi I\\
&=N-\frac{d(0)}\pi .
\end{aligned}
\]

The difference depends neither on the temperature nor on the bound energies. The proof follows the same route: it unfolds the definitions, inserts `thermal_by_parts`, splits the sum, and leaves the algebra to `ring`.

```lean
/-- The density and phase forms agree exactly when the threshold phase is `π` times the
number of bound states. -/
theorem forms_agree_iff {N : ℕ} {d : ℝ → ℝ} {b C : ℝ} (hb : 0 < b)
    (h : ThresholdRegular d C) (E : Fin N → ℝ) :
    densityForm b E d = phaseForm b E d ↔ d 0 = N * π := by
  rw [← sub_eq_zero, form_difference hb h E, sub_eq_zero, eq_div_iff Real.pi_ne_zero]
  exact eq_comm
```

The symbol `↔` means "if and only if". The two forms agree exactly when \(N-d(0)/\pi=0\), which is \(d(0)=N\pi\). For \(N=0\) the bound-state sums are empty and the condition is \(d(0)=0\).

The condition stands for Levinson's theorem, which links the threshold phase to the number of bound states when the phase is chosen to vanish at infinite energy and there is no resonance exactly at threshold. It is a hypothesis on \(d\) here and is not derived from a potential.

## Several partial waves

```lean
/-- With `d_l(0) = N_l π` for every `l < L`, the two forms agree after summation over these partial
waves with weights `2l + 1`. -/
theorem partial_wave_sum (L : ℕ) {N : ℕ → ℕ} {d : ℕ → ℝ → ℝ} {C : ℕ → ℝ} {b : ℝ} (hb : 0 < b)
    (h : ∀ l < L, ThresholdRegular (d l) (C l)) (h0 : ∀ l < L, d l 0 = N l * π)
    (E : ∀ l, Fin (N l) → ℝ) :
    ∑ l ∈ Finset.range L, (2 * (l : ℝ) + 1) * densityForm b (E l) (d l) =
      ∑ l ∈ Finset.range L, (2 * (l : ℝ) + 1) * phaseForm b (E l) (d l) := by
  refine Finset.sum_congr rfl fun l hl => ?_
  have hl' := Finset.mem_range.mp hl
  rw [(forms_agree_iff hb (h l hl') (E l)).mpr (h0 l hl')]
```

Now each angular momentum \(l=0,\dots,L-1\) has its own phase \(d_l\), its own constant \(C_l\), and \(N_l\) bound levels, each counted once. The weight \(2l+1\) supplies the rotational degeneracy. If every \(d_l\) is threshold regular with \(d_l(0)=N_l\pi\), the two forms agree for each \(l\), and so do the weighted sums.

The proof is that term-by-term replacement: `Finset.sum_congr` reduces the equality of the sums to equality of their terms, and `forms_agree_iff` supplies it. The sum is finite, so convergence over infinitely many partial waves is not addressed.

## A phase with an unbounded derivative

```lean
/-- The phase shift `π - arctan (a√E)` is threshold regular and equals `π` at threshold. -/
theorem thresholdRegular_witness {a : ℝ} (ha : 0 ≤ a) :
    ThresholdRegular (fun E => π - Real.arctan (a * √E)) a ∧
      (fun E => π - Real.arctan (a * √E)) 0 = π := by
  have hder : ∀ x, 0 < x → HasDerivAt (fun E => π - Real.arctan (a * √E))
      (-(1 / (1 + (a * √x) ^ 2) * (a * (1 / (2 * √x))))) x := fun x hx =>
    (((Real.hasDerivAt_sqrt hx.ne').const_mul a).arctan).const_sub π
  refine ⟨⟨?_, fun x hx => (hder x hx).differentiableAt, fun x hx => ?_⟩, by simp⟩
  · exact (continuous_const.sub (Real.continuous_arctan.comp
      (continuous_const.mul Real.continuous_sqrt))).continuousOn
  · rw [(hder x hx).deriv, abs_neg, abs_of_nonneg (by positivity)]
    have h1 : 1 / (1 + (a * √x) ^ 2) ≤ 1 := by
      rw [div_le_one (by positivity)]
      linarith [sq_nonneg (a * √x)]
    have h2 : 0 ≤ a * (1 / (2 * √x)) := by positivity
    have h3 : a * (1 / √x) = 2 * (a * (1 / (2 * √x))) := by
      have : √x ≠ 0 := (Real.sqrt_pos.mpr hx).ne'
      field_simp
    have h4 := mul_le_mul_of_nonneg_right h1 h2
    linarith

end

end BethUhlenbeck
```

For \(a\ge0\), the function \(d(E)=\pi-\arctan(a\sqrt E)\) equals \(\pi\) at threshold. Its derivative for \(E>0\) satisfies

\[
|d'(E)|=\frac{1}{1+a^2E}\,\frac{a}{2\sqrt E}\le\frac a{2\sqrt E}\le a\left(1+\frac1{\sqrt E}\right),
\]

so it is threshold regular with \(C=a\). When \(a>0\) the derivative diverges at threshold, and a theorem restricted to bounded derivatives would exclude this phase.

This is the s-wave phase in the scattering-length approximation, with \(a\) proportional to a positive scattering length. For \(a>0\) it tends to \(\pi/2\) at high energy and not to zero, as one expects of a zero-range model. The agreement of the two forms uses only the threshold value, so `forms_agree_iff` applies with \(N=1\).

```lean
#print axioms BethUhlenbeck.ThresholdRegular.of_bounded_deriv
-- 'BethUhlenbeck.ThresholdRegular.of_bounded_deriv' depends on axioms: [propext, Classical.choice, Quot.sound]
#print axioms BethUhlenbeck.forms_agree_iff
-- 'BethUhlenbeck.forms_agree_iff' depends on axioms: [propext, Classical.choice, Quot.sound]
#print axioms BethUhlenbeck.partial_wave_sum
-- 'BethUhlenbeck.partial_wave_sum' depends on axioms: [propext, Classical.choice, Quot.sound]
```
